# Definite pencils of Hermitian matrices have a common diagonal form and real generalised eigenvalues

Let H and S be Hermitian n × n matrices, and suppose that aH + bS is positive definite for some real a and b. Then an invertible matrix C makes CᴴHC and CᴴSC both diagonal with real entries αᵢ and βᵢ. The numbers μ that solve Hv = μSv for some non-zero v are exactly the ratios αᵢ/βᵢ with βᵢ ≠ 0, so they are all real. S itself may be indefinite or singular.

For finite matrices, the choice a = 0, b = 1 covers a Hamiltonian in a linearly independent non-orthogonal basis. The choice a = 1, b = 0 covers random-phase-approximation equations with an indefinite metric and a positive definite stability matrix.

## The pair (H, S) and its eigenvalue equation

In Lean 4 with Mathlib:

```lean
import Mathlib

open Matrix
open scoped ComplexOrder

namespace DefinitePencils

variable {n : Type*} [Fintype n] [DecidableEq n]
```

The basis is indexed by a finite type `n`, and H and S are complex matrices over it. All the hypotheses sit in one definition.

```lean
/-- A definite pencil: two Hermitian matrices, neither assumed definite, with some real linear
combination that is positive definite. -/
def IsDefinitePencil (H S : Matrix n n ℂ) : Prop :=
  H.IsHermitian ∧ S.IsHermitian ∧ ∃ a b : ℝ, ((a : ℂ) • H + (b : ℂ) • S).PosDef
```

The coefficients have type `ℝ` and are cast to complex numbers to multiply the matrices. The definition asks only that a suitable pair a, b exists; it gives no method for finding one.

```lean
/-- The number `μ` is a generalised eigenvalue of `(H, S)`: `H v = μ S v` for a non-zero `v`. -/
def IsGenEigenvalue (H S : Matrix n n ℂ) (μ : ℂ) : Prop :=
  ∃ v : n → ℂ, v ≠ 0 ∧ H *ᵥ v = μ • (S *ᵥ v)
```

Here `*ᵥ` is the matrix acting on a vector, and μ may be any complex number, so reality is not built in. S is never inverted. The definition records which μ occur, not their multiplicities.

## Hermiticity: two real quadratic forms

Hermiticity says that vᴴHv and vᴴSv are real for every vector v. When H is a Hamiltonian and S an overlap matrix, their ratio is the energy expectation value. In general vᴴSv is a signed squared norm, which may be negative or zero. The derivation uses the Hermiticity of H and S for the companion combination

K = bH − aS,

which is Hermitian because H and S are Hermitian and a and b are real. The spectral theorem then applies to K in any basis, since (BᴴKB)ᴴ = BᴴKB.

Without Hermiticity the result fails already for 1 × 1 matrices. Take H = (i), S = (1), a = 0, b = 1. The combination aH + bS = (1) is positive definite, yet the generalised eigenvalue is i.

The spectral theorem enters the proof in this form:

```lean
/-- A Hermitian matrix is diagonalised by a unitary matrix, with real diagonal entries that are
positive if the matrix is positive definite. -/
theorem exists_unitary_diagonal {A : Matrix n n ℂ} (hA : A.IsHermitian) :
    ∃ (U : Matrix n n ℂ) (d : n → ℝ), Uᴴ * U = 1 ∧
      Uᴴ * A * U = diagonal (fun i => (d i : ℂ)) ∧ (A.PosDef → ∀ i, 0 < d i) := by
  obtain ⟨U, d, hU, h, hp⟩ : ∃ (U : Matrix n n ℂ) (d : n → ℝ), Uᴴ * U = 1 ∧
      A = U * diagonal (fun i => (d i : ℂ)) * Uᴴ ∧ (A.PosDef → ∀ i, 0 < d i) :=
    ⟨hA.eigenvectorUnitary, hA.eigenvalues, Unitary.coe_star_mul_self _,
      hA.spectral_theorem, fun h i => h.eigenvalues_pos i⟩
  refine ⟨U, d, hU, ?_, hp⟩
  calc Uᴴ * A * U = Uᴴ * (U * diagonal (fun i => (d i : ℂ)) * Uᴴ) * U := by rw [← h]
    _ = (Uᴴ * U) * diagonal (fun i => (d i : ℂ)) * (Uᴴ * U) := by
        simp only [Matrix.mul_assoc]
    _ = diagonal (fun i => (d i : ℂ)) := by rw [hU, Matrix.one_mul, Matrix.mul_one]
```

Mathlib supplies A = UDUᴴ with D real and diagonal. Multiplying by Uᴴ and U and using UᴴU = 1 gives UᴴAU = D. The last clause records that the diagonal entries are positive when A is positive definite.

## Positive definiteness: a metric when S is not one

The condition on M = aH + bS says that one fixed real combination of vᴴHv and vᴴSv is strictly positive for every non-zero vector v. M can therefore play the part that a positive definite overlap matrix usually plays.

Diagonalise M with a unitary V, so that VᴴMV = diag(dᵢ) with every dᵢ > 0. Dividing column i of V by √dᵢ gives a matrix B with

BᴴMB = 1.

```lean
/-- A positive definite metric `M` becomes the identity in a suitable basis. -/
theorem exists_orthonormalising {M : Matrix n n ℂ} (hM : M.PosDef) :
    ∃ B : Matrix n n ℂ, Bᴴ * M * B = 1 := by
  obtain ⟨U, d, -, hd, hp⟩ := exists_unitary_diagonal hM.isHermitian
  have hex : ∀ i, ∃ s : ℝ, s * d i * s = 1 := fun i => by
    obtain ⟨t, ht, e⟩ : ∃ t : ℝ, t ≠ 0 ∧ d i = t * t :=
      ⟨√(d i), (Real.sqrt_pos.mpr (hp hM i)).ne', (Real.mul_self_sqrt (hp hM i).le).symm⟩
    exact ⟨t⁻¹, by rw [e]; field_simp⟩
  choose s hs using hex
  -- rescale each eigenvector by an inverse square root of its eigenvalue
  refine ⟨U * diagonal (fun i => (s i : ℂ)), ?_⟩
  calc (U * diagonal (fun i => (s i : ℂ)))ᴴ * M * (U * diagonal (fun i => (s i : ℂ)))
      = (diagonal (fun i => (s i : ℂ)))ᴴ * (Uᴴ * M * U) * diagonal (fun i => (s i : ℂ)) := by
        rw [conjTranspose_mul]; simp only [Matrix.mul_assoc]
    _ = 1 := by
        rw [hd, diagonal_conjTranspose, diagonal_mul_diagonal, diagonal_mul_diagonal,
          ← diagonal_one]
        refine congrArg Matrix.diagonal (funext fun i => ?_)
        simp only [Pi.star_apply, Complex.star_def, Complex.conj_ofReal]
        exact_mod_cast hs i
```

The numbers `s i` are the factors 1/√dᵢ up to sign, which is all that the requirement `s * d i * s = 1` fixes and all that the proof needs. This is where positivity is used: the square root must be real and non-zero.

Next, choose a unitary U that diagonalises the Hermitian matrix BᴴKB, with real entries kᵢ, and set C = BU. Because UᴴU = 1, the metric stays equal to the identity:

CᴴMC = 1,  CᴴKC = diag(kᵢ).

The first equation shows that CᴴM is an inverse of C. Writing P = CᴴHC and Q = CᴴSC, the two equations become

aP + bQ = 1,  bP − aQ = diag(kᵢ).

Multiply the first by a and the second by b and add; then multiply the first by b and the second by a and subtract:

(a² + b²)P = a·1 + b·diag(kᵢ)
(a² + b²)Q = b·1 − a·diag(kᵢ).

In dimension at least one, a² + b² ≠ 0, since otherwise M would be zero. Hence P and Q are diagonal, with entries

αᵢ = (a + bkᵢ)/(a² + b²),  βᵢ = (b − akᵢ)/(a² + b²),

and these satisfy aαᵢ + bβᵢ = 1.

```lean
/-- For a positive definite combination `a H + b S`, one change of basis makes `H` and `S` real
diagonal, with entries normalised by `a α i + b β i = 1`. -/
theorem exists_common_diagonal {H S : Matrix n n ℂ} (hH : H.IsHermitian) (hS : S.IsHermitian)
    {a b : ℝ} (hM : ((a : ℂ) • H + (b : ℂ) • S).PosDef) :
    ∃ (C : Matrix n n ℂ) (α β : n → ℝ), IsUnit C ∧
      Cᴴ * H * C = diagonal (fun i => (α i : ℂ)) ∧
      Cᴴ * S * C = diagonal (fun i => (β i : ℂ)) ∧ ∀ i, a * α i + b * β i = 1 := by
  obtain ⟨B, hB⟩ := exists_orthonormalising hM
  -- the companion combination `b H - a S` is Hermitian in the new basis
  have hK : (Bᴴ * ((b : ℂ) • H - (a : ℂ) • S) * B).IsHermitian := by
    unfold Matrix.IsHermitian
    simp only [conjTranspose_mul, conjTranspose_conjTranspose, conjTranspose_sub,
      conjTranspose_smul, hH.eq, hS.eq, Complex.star_def, Complex.conj_ofReal, Matrix.mul_assoc]
  obtain ⟨U, k, hU, hk, -⟩ := exists_unitary_diagonal hK
  have move : ∀ X : Matrix n n ℂ, (B * U)ᴴ * X * (B * U) = Uᴴ * (Bᴴ * X * B) * U := fun X => by
    rw [conjTranspose_mul]; simp only [Matrix.mul_assoc]
  have h1 : (B * U)ᴴ * ((a : ℂ) • H + (b : ℂ) • S) * (B * U) = 1 := by
    rw [move, hB, Matrix.mul_one, hU]
  have h2 := (move ((b : ℂ) • H - (a : ℂ) • S)).trans hk
  have hC : IsUnit (B * U) := ⟨⟨B * U, _, mul_eq_one_comm.mp h1, h1⟩, rfl⟩
  generalize B * U = C at h1 h2 hC
  simp only [Matrix.mul_add, Matrix.add_mul, Matrix.mul_sub, Matrix.sub_mul, Matrix.mul_smul,
    Matrix.smul_mul] at h1 h2
  generalize hP : Cᴴ * H * C = P at h1 h2
  generalize hQ : Cᴴ * S * C = Q at h1 h2
  have e1 : ∀ i j, (a : ℂ) * P i j + b * Q i j = (1 : Matrix n n ℂ) i j :=
    fun i j => congrFun (congrFun h1 i) j
  have e2 : ∀ i j, (b : ℂ) * P i j - a * Q i j = diagonal (fun i => (k i : ℂ)) i j :=
    fun i j => congrFun (congrFun h2 i) j
  have hr : ∀ _ : n, a ^ 2 + b ^ 2 ≠ 0 := fun i h0 => by
    have ha : a = 0 := (pow_eq_zero_iff two_ne_zero).mp (by nlinarith [sq_nonneg a, sq_nonneg b])
    have hb : b = 0 := (pow_eq_zero_iff two_ne_zero).mp (by nlinarith [sq_nonneg a, sq_nonneg b])
    have h := e1 i i
    simp [ha, hb] at h
  -- recover `H` and `S` from the two diagonal combinations
  refine ⟨C, fun i => (a + b * k i) / (a ^ 2 + b ^ 2), fun i => (b - a * k i) / (a ^ 2 + b ^ 2),
    hC, hP.trans ?_, hQ.trans ?_, fun i => ?_⟩
  · funext i j
    have hc : (a : ℂ) ^ 2 + (b : ℂ) ^ 2 ≠ 0 := by exact_mod_cast hr i
    have f1 := e1 i j
    have f2 := e2 i j
    rcases eq_or_ne i j with rfl | hij
    · rw [one_apply_eq] at f1
      rw [diagonal_apply_eq] at f2 ⊢
      push_cast
      rw [eq_div_iff hc]
      linear_combination (a : ℂ) * f1 + (b : ℂ) * f2
    · rw [one_apply_ne hij] at f1
      rw [diagonal_apply_ne _ hij] at f2 ⊢
      exact mul_left_cancel₀ hc (by linear_combination (a : ℂ) * f1 + (b : ℂ) * f2)
  · funext i j
    have hc : (a : ℂ) ^ 2 + (b : ℂ) ^ 2 ≠ 0 := by exact_mod_cast hr i
    have f1 := e1 i j
    have f2 := e2 i j
    rcases eq_or_ne i j with rfl | hij
    · rw [one_apply_eq] at f1
      rw [diagonal_apply_eq] at f2 ⊢
      push_cast
      rw [eq_div_iff hc]
      linear_combination (b : ℂ) * f1 - (a : ℂ) * f2
    · rw [one_apply_ne hij] at f1
      rw [diagonal_apply_ne _ hij] at f2 ⊢
      exact mul_left_cancel₀ hc (by linear_combination (b : ℂ) * f1 - (a : ℂ) * f2)
  · have h := hr i
    rw [← mul_div_assoc, ← mul_div_assoc, ← add_div, div_eq_one_iff_eq h]
    ring
```

In the code, `hK` is the Hermiticity of BᴴKB, and `h1` and `h2` are the two equations for M and K. They are then read entry by entry as `e1` and `e2`. The `linear_combination` steps carry out the two eliminations above; off the diagonal they give (a² + b²)Pᵢⱼ = 0 and the same for Q. The statement `hr` is made for each index, so an empty basis causes no trouble.

## From the common diagonal form to real ratios

Since C is invertible, every v is Cw for a unique w. Multiplying Hv = μSv by Cᴴ decouples the equation:

αᵢwᵢ = μβᵢwᵢ for every i.

If v ≠ 0, some wᵢ is non-zero, and for that i we have αᵢ = μβᵢ. Conversely, if αᵢ = μβᵢ, the unit vector eᵢ solves the diagonal problem. Cancelling the invertible Cᴴ shows that v = Ceᵢ solves the original one.

```lean
/-- In a basis where `H` and `S` are diagonal with entries `α` and `β`, the number `μ` is a
generalised eigenvalue exactly when `α i = μ β i` for some `i`. -/
theorem isGenEigenvalue_iff {H S C : Matrix n n ℂ} {α β : n → ℂ} (hC : IsUnit C)
    (hH : Cᴴ * H * C = diagonal α) (hS : Cᴴ * S * C = diagonal β) (μ : ℂ) :
    IsGenEigenvalue H S μ ↔ ∃ i, α i = μ * β i := by
  obtain ⟨D, hCD⟩ := hC.exists_right_inv
  have hDC : D * C = 1 := mul_eq_one_comm.mp hCD
  constructor
  · rintro ⟨v, hv, h⟩
    obtain ⟨w, hw⟩ : ∃ w, C *ᵥ w = v := ⟨D *ᵥ v, by rw [mulVec_mulVec, hCD, one_mulVec]⟩
    have key : diagonal α *ᵥ w = μ • (diagonal β *ᵥ w) := by
      rw [← hH, ← hS]
      simp only [← mulVec_mulVec, hw, h, mulVec_smul]
    by_contra hne
    -- every component of the transformed vector would vanish
    have hw0 : w = 0 := funext fun i => by
      have hi := congrFun key i
      simp only [mulVec_diagonal, Pi.smul_apply, smul_eq_mul] at hi
      have hz : (α i - μ * β i) * w i = 0 := by linear_combination hi
      exact (mul_eq_zero.mp hz).resolve_left (sub_ne_zero.mpr fun h' => hne ⟨i, h'⟩)
    exact hv (by rw [← hw, hw0, mulVec_zero])
  · rintro ⟨i, hi⟩
    have key : diagonal α *ᵥ Pi.single i 1 = μ • (diagonal β *ᵥ Pi.single i 1) := by
      funext j
      simp only [mulVec_diagonal, Pi.smul_apply, smul_eq_mul]
      by_cases hj : j = i
      · rw [hj, hi]; ring
      · simp [hj]
    rw [← hH, ← hS] at key
    simp only [← mulVec_mulVec] at key
    rw [← mulVec_smul] at key
    have hD : ∀ x, Dᴴ *ᵥ (Cᴴ *ᵥ x) = x := fun x => by
      rw [mulVec_mulVec, ← conjTranspose_mul, hCD, conjTranspose_one, one_mulVec]
    refine ⟨C *ᵥ Pi.single i 1, fun h0 => ?_,
      (hD _).symm.trans ((congrArg (fun x => Dᴴ *ᵥ x) key).trans (hD _))⟩
    have h := congrArg (fun x => D *ᵥ x) h0
    simp only [mulVec_mulVec, hDC, one_mulVec, mulVec_zero] at h
    simpa using congrFun h i
```

The matrix `D` is the inverse of C. The forward direction argues by contradiction: if no i satisfied αᵢ = μβᵢ, every component of w would vanish. The reverse direction uses `Pi.single i 1`, which is eᵢ, and cancels Cᴴ by means of `hD`.

This step needs only the common diagonal form. Definiteness returns through the normalisation aαᵢ + bβᵢ = 1. If αᵢ = μβᵢ and βᵢ = 0, then αᵢ = 0 as well, and the normalisation would read 0 = 1. So βᵢ ≠ 0 and μ = αᵢ/βᵢ, a quotient of real numbers. An index with βᵢ = 0 contributes no eigenvalue.

```lean
/-- A definite pencil is brought to real diagonal form by one invertible `C`; its generalised
eigenvalues are the ratios `α i / β i` with `β i ≠ 0`, and all of them are real. -/
theorem definite_pencil {H S : Matrix n n ℂ} (h : IsDefinitePencil H S) :
    (∃ (C : Matrix n n ℂ) (α β : n → ℝ), IsUnit C ∧
      Cᴴ * H * C = diagonal (fun i => (α i : ℂ)) ∧
      Cᴴ * S * C = diagonal (fun i => (β i : ℂ)) ∧
      ∀ μ, IsGenEigenvalue H S μ ↔ ∃ i, β i ≠ 0 ∧ μ = ((α i / β i : ℝ) : ℂ)) ∧
    ∀ μ, IsGenEigenvalue H S μ → μ.im = 0 := by
  obtain ⟨hH, hS, a, b, hM⟩ := h
  obtain ⟨C, α, β, hC, hCH, hCS, hn⟩ := exists_common_diagonal hH hS hM
  have spec : ∀ μ, IsGenEigenvalue H S μ ↔ ∃ i, β i ≠ 0 ∧ μ = ((α i / β i : ℝ) : ℂ) := by
    intro μ
    rw [isGenEigenvalue_iff hC hCH hCS]
    constructor
    · rintro ⟨i, hi⟩
      have hi' : (α i : ℂ) = μ * (β i : ℂ) := hi
      -- `α i` and `β i` cannot vanish together
      have hβ : β i ≠ 0 := fun h0 => by
        have hα : α i = 0 := by simpa [h0] using hi'
        have h1 := hn i
        simp [h0, hα] at h1
      have hβ' : (β i : ℂ) ≠ 0 := by exact_mod_cast hβ
      exact ⟨i, hβ, by rw [Complex.ofReal_div, eq_div_iff hβ']; exact hi'.symm⟩
    · rintro ⟨i, hβ, rfl⟩
      have hβ' : (β i : ℂ) ≠ 0 := by exact_mod_cast hβ
      exact ⟨i, by rw [Complex.ofReal_div, div_mul_cancel₀ _ hβ']⟩
  refine ⟨⟨C, α, β, hC, hCH, hCS, spec⟩, fun μ hμ => ?_⟩
  obtain ⟨i, -, rfl⟩ := (spec μ).mp hμ
  exact Complex.ofReal_im _
```

The first part of the theorem provides C, α and β together with the exact list of eigenvalues; `IsUnit C` says that C is invertible. C is not claimed to be unitary. The second part states reality as `μ.im = 0`.

## Two indefinite matrices with real eigenvalues

Take

H = [[3, 1], [1, −1]],  S = [[−1, 0], [0, 2]].

Each has diagonal entries of opposite sign, so neither is definite. With a = b = 1 their sum is M = [[2, 1], [1, 1]], and for x = (x₀, x₁)

xᴴMx = |x₀|² + |x₀ + x₁|²,

which is positive unless x = 0. The eigenvalues follow from det(H − μS) = 0:

(3 + μ)(−1 − 2μ) − 1 = 0, that is, 2μ² + 7μ + 4 = 0,

so μ = (−7 ± √17)/4, or about −0.719 and −2.781. The normalisation α + β = 1 with α = μβ gives β = 1/(1 + μ), about 3.562 and −0.562, and α = 1 − β, about −2.562 and 1.562.

```lean
/-- Two matrices, each with diagonal entries of opposite sign, that form a definite pencil. -/
theorem definite_pencil_witness :
    IsDefinitePencil (!![3, 1; 1, -1] : Matrix (Fin 2) (Fin 2) ℂ) !![-1, 0; 0, 2] := by
  refine ⟨Matrix.IsHermitian.ext fun i j => ?_, Matrix.IsHermitian.ext fun i j => ?_, 1, 1, ?_⟩
  · fin_cases i <;> fin_cases j <;> simp
  · fin_cases i <;> fin_cases j <;> simp
  have e : ((1 : ℝ) : ℂ) • (!![3, 1; 1, -1] : Matrix (Fin 2) (Fin 2) ℂ)
      + ((1 : ℝ) : ℂ) • !![-1, 0; 0, 2] = !![2, 1; 1, 1] := by
    ext i j
    fin_cases i <;> fin_cases j <;> norm_num
  rw [e, posDef_iff_dotProduct_mulVec]
  refine ⟨Matrix.IsHermitian.ext fun i j => ?_, fun x hx => ?_⟩
  · fin_cases i <;> fin_cases j <;> simp
  -- the quadratic form is a sum of two squares
  have q : star x ⬝ᵥ ((!![2, 1; 1, 1] : Matrix (Fin 2) (Fin 2) ℂ) *ᵥ x)
      = ((Complex.normSq (x 0) + Complex.normSq (x 0 + x 1) : ℝ) : ℂ) := by
    apply Complex.ext <;>
      simp [dotProduct, mulVec, Fin.sum_univ_two, Complex.normSq_apply] <;> ring
  have hpos : 0 < Complex.normSq (x 0) + Complex.normSq (x 0 + x 1) := by
    by_cases h0 : x 0 = 0
    · have h1 : x 1 ≠ 0 := fun h1 => hx (by funext i; fin_cases i <;> simp [h0, h1])
      simpa [h0] using h1
    · linarith [Complex.normSq_pos.mpr h0, Complex.normSq_nonneg (x 0 + x 1)]
  rw [q]
  exact_mod_cast hpos
```

The theorem establishes that this pair is a definite pencil. Its proof checks Hermiticity entry by entry and then uses the sum of two squares, called `q`.

## An imaginary eigenvalue without a definite combination

Now keep Hermiticity and give up definiteness:

H = [[0, 1], [1, 0]],  S = [[1, 0], [0, −1]].

Every combination aH + bS has trace zero, so none is positive definite. For the vector v = (1, i)/√2, which has Euclidean length one but vᴴSv = 0,

Hv = (i, 1)/√2,  Sv = (1, −i)/√2,

and therefore Hv = iSv. The common diagonal form is lost too. Its entries would be real because H and S are Hermitian, and αᵢ = iβᵢ would force αᵢ = βᵢ = 0 for some i, although H is invertible.

```lean
/-- Hermiticity alone does not make generalised eigenvalues real: this pair of Hermitian matrices
has the generalised eigenvalue `i`. -/
theorem hermitian_pair_with_imaginary_eigenvalue :
    (!![0, 1; 1, 0] : Matrix (Fin 2) (Fin 2) ℂ).IsHermitian ∧
    (!![1, 0; 0, -1] : Matrix (Fin 2) (Fin 2) ℂ).IsHermitian ∧
    IsGenEigenvalue (!![0, 1; 1, 0] : Matrix (Fin 2) (Fin 2) ℂ) !![1, 0; 0, -1] Complex.I := by
  refine ⟨Matrix.IsHermitian.ext fun i j => ?_, Matrix.IsHermitian.ext fun i j => ?_,
    ![1, Complex.I], fun h => ?_, ?_⟩
  · fin_cases i <;> fin_cases j <;> simp
  · fin_cases i <;> fin_cases j <;> simp
  · simpa using congrFun h 0
  · funext i
    fin_cases i <;> simp [mulVec, dotProduct, Fin.sum_univ_two]

end DefinitePencils
```

The code drops the factor 1/√2, uses the vector `![1, Complex.I]` and verifies the eigenvalue equation component by component.

```lean
#print axioms DefinitePencils.definite_pencil
#print axioms DefinitePencils.hermitian_pair_with_imaginary_eigenvalue
```

```
'DefinitePencils.definite_pencil' depends on axioms: [propext, Classical.choice, Quot.sound]
'DefinitePencils.hermitian_pair_with_imaginary_eigenvalue' depends on axioms: [propext, Classical.choice, Quot.sound]
```
